# Radial Fourier transforms of $e^{-\gamma r}/r$, $e^{-\gamma r}$ and $r\,e^{-\gamma r}$, and their limits as $\gamma \to 0^+$

## Where does $-8\pi/k^4$ for the linear geminal come from?

When I try to Fourier transform the linear correlation factor $f(r) = r$, with $r$ the distance between two electrons, the integral does not exist. For a spherically symmetric $f$ and a wave number $k > 0$ I use

$$\Phi[f](k) = \frac{4\pi}{k}\int_0^\infty r f(r)\sin(kr)\,dr ,$$

and for $f = r$ the integrand $r^2\sin(kr)$ oscillates with growing amplitude. Even the Coulomb kernel $1/r$ gives $\int_0^\infty \sin(kr)\,dr$, which has no limit. The values I see used are $4\pi/k^2$ and $-8\pi/k^4$, the second one negative although $r$ is positive, and without a convergent definition I can check neither the sign nor the prefactor. The usual remedy is a damping factor $e^{-\gamma r}$ with $\gamma > 0$, for which the claim is

$$\Phi\!\left[\frac{e^{-\gamma r}}{r}\right] = \frac{4\pi}{k^2+\gamma^2},\qquad \Phi\!\left[e^{-\gamma r}\right] = \frac{8\pi\gamma}{(k^2+\gamma^2)^2},\qquad \Phi\!\left[r e^{-\gamma r}\right] = \frac{8\pi(3\gamma^2-k^2)}{(k^2+\gamma^2)^3},$$

with $-8\pi/k^4$ as the limit of the last expression for $\gamma \to 0$. I would like to see this derived with convergence taken seriously, and then proved in Lean 4 with Mathlib.

## One complex Laplace integral gives all three transforms

For $k > 0$ and $\gamma > 0$ the three integrals converge absolutely and have the values you quote, and at fixed $k > 0$ they tend to $4\pi/k^2$, $0$ and $-8\pi/k^4$ as $\gamma \to 0^+$. The constant $\gamma$ is an inverse length: the screening parameter in the Yukawa potential, the exponent in the Slater geminal, and, for the linear geminal, a convergence parameter to be sent to zero at the end.

### From three dimensions to the half line

With the convention $\int e^{-i\mathbf k\cdot\mathbf r} f(|\mathbf r|)\,d^3r$ and $k = |\mathbf k|$, take the polar axis along $\mathbf k$ and let $u$ be the cosine of the polar angle. The angular integral is $2\pi\int_{-1}^{1} e^{-ikru}\,du = 4\pi\sin(kr)/(kr)$. Multiplying by $r^2 f(r)$ and integrating over $r$ gives $\Phi[f](k)$. For the three kernels the product $r f(r)$ equals $r^n e^{-\gamma r}$ with $n = 0, 1, 2$. Throughout, $n$ is the power of $r$ in $r f(r)$, one more than the power in $f$.

### The moments $I_n(a) = n!/a^{n+1}$

Let $a$ be a complex number with $\operatorname{Re} a > 0$, let $n$ be a natural number, and set $I_n = \int_0^\infty r^n e^{-ar}\,dr$. For $r \ge 0$ the modulus of the integrand is $r^n e^{-\operatorname{Re}(a)\,r}$. This is integrable on the half line and tends to zero as $r \to \infty$, so $I_n$ converges absolutely.

For a natural number $m$ the product rule gives

$$\frac{d}{dr}\left(r^m e^{-ar}\right) = m\,r^{m-1}e^{-ar} - a\,r^m e^{-ar}.$$

Integrate from $0$ to $\infty$. The upper boundary term vanishes, and the function at $r = 0$ is $0^m$, which is $1$ for $m = 0$ and $0$ for $m \ge 1$. Hence

$$m\,I_{m-1} - a\,I_m = -0^m .$$

For $m = 0$ the first term is absent and $a I_0 = 1$. For $m = n+1$ the relation reads $a I_{n+1} = (n+1) I_n$. If $I_n a^{n+1} = n!$, multiplying by $a^{n+1}$ gives $I_{n+1}a^{n+2} = (n+1)!$, and induction yields $I_n = n!/a^{n+1}$ for all $n$.

### The imaginary part at $a = \gamma - ik$

With $a = \gamma - ik$ one has $\operatorname{Re} a = \gamma > 0$ and $e^{-ar} = e^{-\gamma r}e^{ikr}$, whose imaginary part is $e^{-\gamma r}\sin(kr)$. Since $(\gamma - ik)(\gamma + ik) = k^2+\gamma^2$,

$$\int_0^\infty r^n e^{-\gamma r}\sin(kr)\,dr = \operatorname{Im}\frac{n!}{(\gamma-ik)^{n+1}} = \frac{n!}{(k^2+\gamma^2)^{n+1}}\operatorname{Im}(\gamma+ik)^{n+1}.$$

For $n = 0$ the imaginary part is $k$, and the factor $4\pi/k$ gives $4\pi/(k^2+\gamma^2)$. For $n = 1$, $(\gamma+ik)^2 = \gamma^2 - k^2 + 2i\gamma k$, and $(4\pi/k)\cdot 2\gamma k = 8\pi\gamma$ is the numerator over $(k^2+\gamma^2)^2$. For $n = 2$, $(\gamma+ik)^3 = \gamma^3 - 3\gamma k^2 + ik(3\gamma^2 - k^2)$, and $(4\pi/k)\cdot 2!\cdot k(3\gamma^2-k^2) = 8\pi(3\gamma^2-k^2)$ is the numerator over $(k^2+\gamma^2)^3$.

The last denominator is positive, so $\Phi[re^{-\gamma r}]$ is negative exactly when $3\gamma^2 < k^2$, that is for $k > \sqrt3\,\gamma$. At fixed $k > 0$ the denominators stay at least $k^2$, $k^4$ and $k^6$, so the closed forms are continuous in $\gamma$ on the whole real line. Setting $\gamma = 0$ in them gives $4\pi/k^2$, $0$ and $-8\pi k^2/k^6 = -8\pi/k^4$.

Between plane waves, the matrix element of a two-electron operator $f(r_{12})$ is, apart from momentum conservation and normalisation, its transform at the momentum transfer. At nonzero $k$ these are therefore the momentum-space kernels of the screened Coulomb and Slater-geminal operators and, in the limit $\gamma \to 0^+$, of the linear-$r_{12}$ operator.

### What the Lean theorems say

`radialIntegrand k f r` is $r f(r)\sin(kr)$ for a real function `f : ℝ → ℝ` of the distance, and `radialFT k f` is $4\pi/k$ times its Lebesgue integral over `Ioi (0 : ℝ)`, the open half line $r > 0$. The definition fixes the convention above: phase $kr$ without a factor $2\pi$, and no normalisation in front of the volume integral. The kernels `yukawa γ`, `slater γ` and `linearSlater γ` are $e^{-\gamma r}/r$, $e^{-\gamma r}$ and $re^{-\gamma r}$, each with unit prefactor, so charges or the factor $-1/\gamma$ often attached to a Slater geminal are to be multiplied in at fixed $\gamma$, before any limit $\gamma \to 0^+$. With the factor $-1/\gamma$ the Slater transform becomes $-8\pi/(k^2+\gamma^2)^2$, which tends to $-8\pi/k^4$ and not to $0$.

The theorems `radialFT_yukawa`, `radialFT_slater` and `radialFT_linearSlater` assume `0 < k` and `0 < γ` and state two things each: the integrand is `IntegrableOn` the half line, which means absolute convergence, and `radialFT` equals the closed form. The hypothesis on $k$ expresses that it is the length of a nonzero wave vector, and the one on $\gamma$ that the exponential decays. `radialFT_linearSlater_neg_iff` is the sign statement, with `3 * γ ^ 2 < k ^ 2` on the right. `radialFT_undamped_limits` assumes only `0 < k` and states three limits along `𝓝[>] 0`, the approach of $\gamma$ to zero through positive values. The functions of $\gamma$ whose limits are taken are the transforms `radialFT` themselves and not merely the rational expressions. The intermediate results are more general: `laplace_moment` holds for every natural $n$ and complex $a$ with `0 < a.re`, and `sine_moment` for every $n$ and every real $k$, zero and negative values included.

Three restrictions matter for your question. The one-dimensional formula is taken as the definition of $\Phi$, so the angular integration that links it to the three-dimensional transform is not among the theorems. The limits are pointwise in $k$ at fixed $k > 0$, which gives $-8\pi/k^4$ the meaning of a limit of damped transforms and says nothing about the transform of $r$ as a distribution. The point $k = 0$ is excluded, and this is visible in the middle limit: $e^{-\gamma r} \to 1$, whose transform is a delta function at $\mathbf k = 0$, while the theorem sees only the value $0$ away from that point.

```lean
import Mathlib

open MeasureTheory Set Filter Topology
open scoped Real

namespace GeminalFourier

noncomputable section

/-- The integrand `r f(r) sin(kr)` of the radial Fourier transform. -/
def radialIntegrand (k : ℝ) (f : ℝ → ℝ) (r : ℝ) : ℝ := r * f r * Real.sin (k * r)

/-- The radial Fourier transform `Φ[f](k) = (4π/k) ∫₀^∞ r f(r) sin(kr) dr`. -/
def radialFT (k : ℝ) (f : ℝ → ℝ) : ℝ := 4 * π / k * ∫ r in Ioi (0 : ℝ), radialIntegrand k f r

/-- The Yukawa kernel `exp(-γr)/r`. -/
def yukawa (γ r : ℝ) : ℝ := Real.exp (-γ * r) / r

/-- The Slater-type geminal `exp(-γr)`. -/
def slater (γ r : ℝ) : ℝ := Real.exp (-γ * r)

/-- The damped linear geminal `r exp(-γr)`. -/
def linearSlater (γ r : ℝ) : ℝ := r * Real.exp (-γ * r)

/-- For `r ≥ 0` the modulus of `rⁿ exp(-ar)` is `rⁿ exp(-Re(a) r)`. -/
theorem norm_moment (n : ℕ) (a : ℂ) {r : ℝ} (hr : 0 ≤ r) :
    ‖(r : ℂ) ^ n * Complex.exp (-(a * r))‖ = r ^ n * Real.exp (-a.re * r) := by
  have h : (-(a * r)).re = -a.re * r := by simp
  rw [norm_mul, norm_pow, Complex.norm_real, Real.norm_of_nonneg hr, Complex.norm_exp, h]

/-- For `Re a > 0` the function `rⁿ exp(-ar)` is integrable over `r > 0`. -/
theorem integrable_moment (n : ℕ) {a : ℂ} (ha : 0 < a.re) :
    IntegrableOn (fun r : ℝ => (r : ℂ) ^ n * Complex.exp (-(a * r))) (Ioi 0) := by
  have hn : (0 : ℝ) ≤ n := Nat.cast_nonneg n
  have h := integrableOn_rpow_mul_exp_neg_mul_rpow (s := (n : ℝ)) (p := 1) (b := a.re)
    (by linarith) (by norm_num) ha
  refine Integrable.mono' h (Continuous.aestronglyMeasurable (by fun_prop)) ?_
  filter_upwards [ae_restrict_mem measurableSet_Ioi] with r hr
  rw [norm_moment n a (le_of_lt hr), Real.rpow_natCast, Real.rpow_one]

/-- For complex `a` with `Re a > 0`, `∫₀^∞ rⁿ exp(-ar) dr = n!/a^(n+1)`. -/
theorem laplace_moment (n : ℕ) {a : ℂ} (ha : 0 < a.re) :
    ∫ r in Ioi (0 : ℝ), (r : ℂ) ^ n * Complex.exp (-(a * r)) = n.factorial / a ^ (n + 1) := by
  have ha0 : a ≠ 0 := by
    rintro rfl
    simp at ha
  obtain ⟨I, hI⟩ : ∃ I : ℕ → ℂ,
      ∀ m, I m = ∫ r in Ioi (0 : ℝ), (r : ℂ) ^ m * Complex.exp (-(a * r)) := ⟨_, fun _ => rfl⟩
  -- integrate the derivative of `r^m exp(-ar)` over the half line
  have key : ∀ m : ℕ, m * I (m - 1) - a * I m = -(0 : ℂ) ^ m := by
    intro m
    have hlim : Tendsto (fun r : ℝ => (r : ℂ) ^ m * Complex.exp (-(a * r))) atTop (𝓝 0) := by
      rw [tendsto_zero_iff_norm_tendsto_zero]
      refine (tendsto_rpow_mul_exp_neg_mul_atTop_nhds_zero (m : ℝ) a.re ha).congr' ?_
      filter_upwards [eventually_ge_atTop (0 : ℝ)] with r hr
      rw [norm_moment m a hr, Real.rpow_natCast]
    have hd : ∀ r ∈ Ici (0 : ℝ), HasDerivAt (fun r : ℝ => (r : ℂ) ^ m * Complex.exp (-(a * r)))
        ((m : ℂ) * ((r : ℂ) ^ (m - 1) * Complex.exp (-(a * r)))
          - a * ((r : ℂ) ^ m * Complex.exp (-(a * r)))) r := by
      intro r _
      have h1 := (((hasDerivAt_id' (r : ℂ)).const_mul a).fun_neg).cexp
      exact ((hasDerivAt_pow m (r : ℂ)).fun_mul h1).comp_ofReal.congr_deriv (by ring)
    have i1 := (integrable_moment (m - 1) ha).const_mul (m : ℂ)
    have i2 := (integrable_moment m ha).const_mul a
    have h := integral_Ioi_of_hasDerivAt_of_tendsto' hd (i1.sub i2) hlim
    rw [integral_sub i1 i2, integral_const_mul, integral_const_mul, ← hI, ← hI] at h
    rw [h]
    simp
  rw [← hI, eq_div_iff (pow_ne_zero _ ha0)]
  induction n with
  | zero =>
    have h := key 0
    simp only [Nat.cast_zero, pow_zero, zero_mul] at h
    simp only [Nat.factorial_zero, Nat.cast_one, zero_add, pow_one]
    linear_combination -h
  | succ n ih =>
    have h := key (n + 1)
    rw [Nat.add_sub_cancel, zero_pow (Nat.add_one_ne_zero n)] at h
    rw [Nat.factorial_succ]
    push_cast at h ⊢
    linear_combination ((n : ℂ) + 1) * ih - a ^ (n + 1) * h

/-- If `r f(r) = rⁿ exp(-γr)` for `r > 0` with `γ > 0`, then `r f(r) sin(kr)` is integrable over
`r > 0` with integral `n! Im (γ+ik)^(n+1) / (k²+γ²)^(n+1)`, for every real `k`. -/
theorem sine_moment (n : ℕ) {γ : ℝ} (hγ : 0 < γ) (k : ℝ) (f : ℝ → ℝ)
    (hf : ∀ r, 0 < r → r * f r = r ^ n * Real.exp (-γ * r)) :
    IntegrableOn (radialIntegrand k f) (Ioi 0) ∧
      ∫ r in Ioi (0 : ℝ), radialIntegrand k f r =
        n.factorial / (k ^ 2 + γ ^ 2) ^ (n + 1) * (((γ : ℂ) + k * Complex.I) ^ (n + 1)).im := by
  have ha : 0 < ((γ : ℂ) - k * Complex.I).re := by simpa using hγ
  have hint := integrable_moment n ha
  -- the integrand is the imaginary part of `rⁿ exp(-(γ - ik) r)`
  have hEq : EqOn (fun r : ℝ => Complex.imCLM
      ((r : ℂ) ^ n * Complex.exp (-(((γ : ℂ) - k * Complex.I) * r))))
      (radialIntegrand k f) (Ioi 0) := by
    intro r hr
    have hre : (-(((γ : ℂ) - k * Complex.I) * r)).re = -γ * r := by simp
    have him : (-(((γ : ℂ) - k * Complex.I) * r)).im = k * r := by simp
    simp only [Complex.imCLM_apply, radialIntegrand]
    rw [← Complex.ofReal_pow, Complex.im_ofReal_mul, Complex.exp_im, hre, him, hf r hr]
    ring
  have hi : IntegrableOn _ (Ioi (0 : ℝ)) := Complex.imCLM.integrable_comp hint
  refine ⟨hi.congr_fun hEq measurableSet_Ioi, ?_⟩
  rw [← setIntegral_congr_fun measurableSet_Ioi hEq, Complex.imCLM.integral_comp_comm hint,
    laplace_moment n ha, Complex.imCLM_apply, ← Complex.im_ofReal_mul]
  congr 1
  -- rationalise with `(γ - ik)(γ + ik) = k² + γ²`
  have hprod : (k : ℂ) ^ 2 + γ ^ 2 = (γ - k * Complex.I) * (γ + k * Complex.I) := by
    linear_combination (k : ℂ) ^ 2 * Complex.I_sq
  have h1 : (γ : ℂ) - k * Complex.I ≠ 0 := fun h => by simp [h] at ha
  have h2 : (γ : ℂ) + k * Complex.I ≠ 0 := fun h => hγ.ne' (by simpa using congrArg Complex.re h)
  push_cast
  rw [hprod, mul_pow, div_mul_eq_mul_div, mul_div_mul_right _ _ (pow_ne_zero _ h2)]

/-- For `k, γ > 0` the Yukawa integrand is integrable and `Φ[exp(-γr)/r] = 4π/(k²+γ²)`. -/
theorem radialFT_yukawa {k γ : ℝ} (hk : 0 < k) (hγ : 0 < γ) :
    IntegrableOn (radialIntegrand k (yukawa γ)) (Ioi 0) ∧
      radialFT k (yukawa γ) = 4 * π / (k ^ 2 + γ ^ 2) := by
  obtain ⟨h1, h2⟩ := sine_moment 0 hγ k (yukawa γ) (fun r hr => by
    have hr' := hr.ne'
    rw [yukawa, pow_zero, one_mul]
    field_simp)
  have him : ((γ : ℂ) + k * Complex.I).im = k := by simp
  refine ⟨h1, ?_⟩
  rw [radialFT, h2, zero_add, pow_one, pow_one, him, Nat.factorial_zero, Nat.cast_one]
  field_simp

/-- For `k, γ > 0` the Slater integrand is integrable and `Φ[exp(-γr)] = 8πγ/(k²+γ²)²`. -/
theorem radialFT_slater {k γ : ℝ} (hk : 0 < k) (hγ : 0 < γ) :
    IntegrableOn (radialIntegrand k (slater γ)) (Ioi 0) ∧
      radialFT k (slater γ) = 8 * π * γ / (k ^ 2 + γ ^ 2) ^ 2 := by
  obtain ⟨h1, h2⟩ := sine_moment 1 hγ k (slater γ) (fun r _ => by rw [slater, pow_one])
  have him : (((γ : ℂ) + k * Complex.I) ^ 2).im = 2 * γ * k := by
    simp [pow_succ]
    ring
  refine ⟨h1, ?_⟩
  rw [radialFT, h2, show (1 + 1 : ℕ) = 2 from rfl, him, Nat.factorial_one, Nat.cast_one]
  field_simp
  ring

/-- For `k, γ > 0` the damped linear integrand is integrable and
`Φ[r exp(-γr)] = 8π(3γ²-k²)/(k²+γ²)³`. -/
theorem radialFT_linearSlater {k γ : ℝ} (hk : 0 < k) (hγ : 0 < γ) :
    IntegrableOn (radialIntegrand k (linearSlater γ)) (Ioi 0) ∧
      radialFT k (linearSlater γ) = 8 * π * (3 * γ ^ 2 - k ^ 2) / (k ^ 2 + γ ^ 2) ^ 3 := by
  obtain ⟨h1, h2⟩ := sine_moment 2 hγ k (linearSlater γ) (fun r _ => by
    rw [linearSlater]
    ring)
  have him : (((γ : ℂ) + k * Complex.I) ^ 3).im = k * (3 * γ ^ 2 - k ^ 2) := by
    simp [pow_succ]
    ring
  have hf : ((Nat.factorial 2 : ℕ) : ℝ) = 2 := by norm_num [Nat.factorial]
  refine ⟨h1, ?_⟩
  rw [radialFT, h2, show (2 + 1 : ℕ) = 3 from rfl, him, hf]
  field_simp
  ring

/-- For `k, γ > 0`, `Φ[r exp(-γr)]` is negative exactly when `3γ² < k²`. -/
theorem radialFT_linearSlater_neg_iff {k γ : ℝ} (hk : 0 < k) (hγ : 0 < γ) :
    radialFT k (linearSlater γ) < 0 ↔ 3 * γ ^ 2 < k ^ 2 := by
  rw [(radialFT_linearSlater hk hγ).2, div_lt_iff₀ (by positivity), zero_mul]
  constructor
  · intro h
    by_contra hc
    have : 0 ≤ 8 * π * (3 * γ ^ 2 - k ^ 2) :=
      mul_nonneg (by positivity) (by linarith [not_lt.mp hc])
    linarith
  · intro h
    exact mul_neg_of_pos_of_neg (by positivity) (by linarith)

/-- For `k > 0`, as `γ → 0⁺` the transforms of `exp(-γr)/r`, `exp(-γr)` and `r exp(-γr)` tend
to `4π/k²`, `0` and `-8π/k⁴`. -/
theorem radialFT_undamped_limits {k : ℝ} (hk : 0 < k) :
    Tendsto (fun γ => radialFT k (yukawa γ)) (𝓝[>] 0) (𝓝 (4 * π / k ^ 2)) ∧
    Tendsto (fun γ => radialFT k (slater γ)) (𝓝[>] 0) (𝓝 0) ∧
    Tendsto (fun γ => radialFT k (linearSlater γ)) (𝓝[>] 0) (𝓝 (-8 * π / k ^ 4)) := by
  -- each closed form is continuous in `γ`
  have c1 : Continuous fun γ : ℝ => 4 * π / (k ^ 2 + γ ^ 2) :=
    Continuous.div (by fun_prop) (by fun_prop) (fun γ => by positivity)
  have c2 : Continuous fun γ : ℝ => 8 * π * γ / (k ^ 2 + γ ^ 2) ^ 2 :=
    Continuous.div (by fun_prop) (by fun_prop) (fun γ => by positivity)
  have c3 : Continuous fun γ : ℝ => 8 * π * (3 * γ ^ 2 - k ^ 2) / (k ^ 2 + γ ^ 2) ^ 3 :=
    Continuous.div (by fun_prop) (by fun_prop) (fun γ => by positivity)
  have v3 : 8 * π * (3 * (0 : ℝ) ^ 2 - k ^ 2) / (k ^ 2 + 0 ^ 2) ^ 3 = -8 * π / k ^ 4 := by
    rw [div_eq_div_iff (by positivity) (by positivity)]
    ring
  refine ⟨((c1.tendsto' 0 _ (by simp)).mono_left nhdsWithin_le_nhds).congr' ?_,
    ((c2.tendsto' 0 _ (by simp)).mono_left nhdsWithin_le_nhds).congr' ?_,
    ((c3.tendsto' 0 _ v3).mono_left nhdsWithin_le_nhds).congr' ?_⟩
  · filter_upwards [self_mem_nhdsWithin] with γ hγ using (radialFT_yukawa hk hγ).2.symm
  · filter_upwards [self_mem_nhdsWithin] with γ hγ using (radialFT_slater hk hγ).2.symm
  · filter_upwards [self_mem_nhdsWithin] with γ hγ using (radialFT_linearSlater hk hγ).2.symm

end

end GeminalFourier
```

```lean
#print axioms GeminalFourier.radialFT_linearSlater_neg_iff
#print axioms GeminalFourier.radialFT_undamped_limits
```

```
'GeminalFourier.radialFT_linearSlater_neg_iff' depends on axioms: [propext, Classical.choice, Quot.sound]
'GeminalFourier.radialFT_undamped_limits' depends on axioms: [propext, Classical.choice, Quot.sound]
```

### How the proof follows the derivation

`norm_moment` is the modulus formula $|r^n e^{-ar}| = r^n e^{-\operatorname{Re}(a) r}$ for $r \ge 0$. `integrable_moment` takes the real bound from Mathlib's `integrableOn_rpow_mul_exp_neg_mul_rpow`, with power $n$, exponent `p := 1` and rate `a.re`, and transfers integrability to the complex function by the comparison lemma `Integrable.mono'`. The comparison is an equality of moduli, supplied by `norm_moment`.

In `laplace_moment` the sequence `I` is $I_m$ and `key` is the recursion `m * I (m - 1) - a * I m = -(0 : ℂ) ^ m`. For $m = 0$ the natural-number difference `m - 1` is $0$, but the term carries the factor $m$ and vanishes, as in the derivation. Inside `key`, `hlim` is the vanishing of the boundary term at infinity, again through the modulus, `hd` is the product rule, and `i1` and `i2` make the two parts of the derivative integrable. `integral_Ioi_of_hasDerivAt_of_tendsto'` is the fundamental theorem of calculus on a half line: the integral of the derivative is the limit at infinity minus the value at zero. The goal is then multiplied out to $I_n a^{n+1} = n!$. The base case is `key 0` with its sign reversed. The step `linear_combination ((n : ℂ) + 1) * ih - a ^ (n + 1) * h` takes $n+1$ times the induction hypothesis and subtracts $a^{n+1}$ times the recursion, so that the $I_n$ terms cancel and $I_{n+1}a^{n+2} = (n+1)\,n!$ remains.

`sine_moment` works for any `f` with $r f(r) = r^n e^{-\gamma r}$ on $r > 0$, the hypothesis `hf`. The step `hEq` identifies the integrand with the imaginary part of $r^n e^{-(\gamma-ik)r}$. The imaginary part enters as the continuous linear map `Complex.imCLM`, which preserves integrability and commutes with the integral; these are the two facts behind moving $\operatorname{Im}$ outside. After `laplace_moment` is inserted, `hprod` is the factorisation $k^2+\gamma^2 = (\gamma-ik)(\gamma+ik)$, and the common nonzero factor $(\gamma+ik)^{n+1}$ is cancelled.

The three transform theorems call `sine_moment` with $n = 0, 1, 2$. Each first checks `hf`, which for the Yukawa kernel cancels $r$ against $1/r$ using $r > 0$. Each `him` is one of the imaginary parts $k$, $2\gamma k$, $k(3\gamma^2-k^2)$, and `field_simp` cancels $k$ against the prefactor. The sign theorem clears the positive denominator and compares the sign of $8\pi(3\gamma^2-k^2)$ in both directions. In the limit theorem `c1`, `c2` and `c3` are the continuity of the closed forms, `v3` evaluates the third at $\gamma = 0$, and `congr'` replaces the closed forms by the transforms, which agree with them for all $\gamma > 0$.

### The Yukawa formula at $\gamma = 0$

The following example is ordinary calculus and has no theorem of its own in the file. Weaken `0 < γ` to $\gamma \ge 0$ in `radialFT_yukawa` and take $\gamma = 0$, $k = 1$. The integrand is $\sin r$, and with an upper cutoff $R$ one finds $\int_0^R \sin r\,dr = 1 - \cos R$, which keeps oscillating between $0$ and $2$, while $\int_0^R |\sin r|\,dr$ grows without bound. Integrability fails, although the closed form returns the finite number $4\pi$. The equation fails too: Lean assigns the value $0$ to the integral of a non-integrable function, so `radialFT` of the undamped kernel would be $0$, and it is for this reason that each transform theorem states integrability beside the value. The number $4\pi/k^2$ is reached as the limit $\gamma \to 0^+$ and is not the value of the integral at $\gamma = 0$; the same holds for $-8\pi/k^4$, where the undamped integrand $r^2\sin(kr)$ is unbounded.
